# RPA frequencies from the eigenvalues of S(A + B)S, where A − B = S² with S invertible

A number w is a frequency of the RPA equations

AX + BY = wX
BX + AY = −wY

exactly when w² is an eigenvalue of S(A + B)S, provided that A − B = S² with S invertible. If S and A + B are also Hermitian, every frequency is real or purely imaginary. For real symmetric A and B, real solutions with different frequencies satisfy X₁ᵀX₂ − Y₁ᵀY₂ = 0.

For real orbitals, the equations describe small oscillations of a time-dependent Hartree-Fock state about a stationary determinant. X holds the amplitudes for exciting electrons from occupied to empty orbitals, and Y those for the reverse process. A contains the orbital energy differences and the coupling among excitations, while B couples excitations to de-excitations. With ħ = 1, a positive frequency w (usually written ω) of a stable Hartree-Fock state is an approximate excitation energy. RPA here means linearised time-dependent Hartree-Fock, exchange included.

For real orbitals and a finite set of excitations, the result replaces a problem of twice the size by one of the size of A, which is useful in computing excitation energies in electronic structure theory.

## From the coupled equations to w²

**Pairs of frequencies.** Reading the two equations in the opposite order gives

AY + BX = (−w)Y
BY + AX = −(−w)X

so (Y, X) is a solution at −w.

**Orthogonality.** Let A and B be Hermitian, and let (X₁, Y₁) and (X₂, Y₂) be solutions at w₁ and w₂. Write w̄₁ for the complex conjugate of w₁. Taking the adjoint of the first solution's equations and multiplying by X₂ and Y₂ gives

w̄₁ X₁†X₂ = X₁†AX₂ + Y₁†BX₂
−w̄₁ Y₁†Y₂ = X₁†BY₂ + Y₁†AY₂

The right-hand sides add up to X₁†(AX₂ + BY₂) + Y₁†(BX₂ + AY₂), which is w₂(X₁†X₂ − Y₁†Y₂). Hence

(w̄₁ − w₂)(X₁†X₂ − Y₁†Y₂) = 0

and the second factor vanishes if w̄₁ ≠ w₂. For real quantities this is the orthogonality stated at the start. Taking the same solution twice, with w not real, gives X†X = Y†Y.

**Sum and difference.** Put p = X + Y and m = X − Y. Adding and subtracting the RPA equations gives

(A + B)p = wm
(A − B)m = wp

Half the sum and half the difference of these lines return the original pair.

**From a frequency to an eigenvector.** With A − B = S², the second line reads S²m = wp. Set z = S⁻¹p. Then Sm = wz, and

S(A + B)Sz = S(A + B)p = wSm = w²z

The vector z is not zero: z = 0 would give p = 0 and Sm = 0, so m = 0 and X = Y = 0.

**From an eigenvector to a frequency.** Let S(A + B)Sz = w²z with z ≠ 0. Define p = Sz and m = wS⁻¹z, then X = (p + m)/2 and Y = (p − m)/2. Now

(A + B)p = S⁻¹(w²z) = wm
(A − B)m = S²(wS⁻¹z) = wp

X and Y cannot both vanish, since then Sz = 0 and z = 0. Neither direction divides by w, so w = 0 is included.

**Real or imaginary.** If S and A + B are Hermitian, so is M = S(A + B)S. From (Mz)†z = z†Mz it follows that the conjugate of w² times z†z equals w² times z†z. Since z†z ≠ 0, w² is real. Writing w = a + ib with a and b real, 2ab = 0, so a = 0 or b = 0.

## Complex frequencies can occur when A − B is indefinite

A Hermitian invertible S makes A − B = S² positive definite. For real orbitals, this condition stands for stability of the Hartree-Fock state against small imaginary changes of the orbitals. To see what can happen without it, take the real symmetric matrices

A = ½(1, 1; 1, −1)
B = ½(−1, 1; 1, 1)

where semicolons separate rows. Then A − B = diag(1, −1) = S² with S = diag(1, i), which is invertible and symmetric but not Hermitian. The matrix S(A + B)S = (0, i; i, 0) has eigenvalues ±i, so the frequencies are (±1 ± i)/√2, with all four choices of sign. None is real or purely imaginary. Symmetry of a complex S is therefore not enough for that conclusion. Here A + B is indefinite as well: if it were positive definite, the same argument with A + B and A − B exchanged would make every frequency real or purely imaginary. The matrices are chosen for their algebra and do not represent a molecule. This example is a calculation in the text, without a Lean proof below.

## The equations and their frequencies in Lean

The finite type `n` labels the excitations, and `𝕜` is either the real or the complex numbers.

```lean
import Mathlib

open Matrix
open scoped ComplexOrder

namespace RPAFrequencies

variable {𝕜 n : Type*} [RCLike 𝕜] [Fintype n]
```

The predicate below is the pair of RPA equations. The symbol `*ᵥ` applies a matrix to a vector, and `•` multiplies a vector by a number.

```lean
/-- The RPA equations `A X + B Y = w X` and `B X + A Y = -w Y` for the excitation
amplitudes `X` and the de-excitation amplitudes `Y`, over the real or complex numbers. -/
def IsRPASolution (A B : Matrix n n 𝕜) (w : 𝕜) (X Y : n → 𝕜) : Prop :=
  A *ᵥ X + B *ᵥ Y = w • X ∧ B *ᵥ X + A *ᵥ Y = -(w • Y)
```

With complex orbitals the textbook form has A* and B* in the second equation. The definition has A and B there, so its direct physical reading is the case of real orbitals, with real A and B. Complex numbers are still needed to admit complex frequencies. The matrices are given as data: linearising the time-dependent Hartree-Fock equations and computing A and B from orbitals and integrals is the step that connects the theorems to a molecule.

A frequency must have a solution that is not identically zero.

```lean
/-- `w` is an RPA frequency if the RPA equations at `w` have a solution whose amplitudes
`X` and `Y` are not both zero. -/
def IsRPAFrequency (A B : Matrix n n 𝕜) (w : 𝕜) : Prop :=
  ∃ X Y : n → 𝕜, (X ≠ 0 ∨ Y ≠ 0) ∧ IsRPASolution A B w X Y
```

## Paired and orthogonal solutions

The exchange of X and Y needs no symmetry of the matrices. Each new equation is a rearrangement of an old one, which `linear_combination` confirms.

```lean
/-- Exchanging excitation and de-excitation amplitudes turns a solution at `w` into a
solution at `-w`. -/
theorem solution_swap {A B : Matrix n n 𝕜} {w : 𝕜} {X Y : n → 𝕜}
    (h : IsRPASolution A B w X Y) : IsRPASolution A B (-w) Y X := by
  obtain ⟨h1, h2⟩ := h
  constructor
  · linear_combination (norm := module) h2
  · linear_combination (norm := module) h1
```

The product `⬝ᵥ` does not conjugate its first argument, so x†y is written `star x ⬝ᵥ y`. The next lemma is the step (Mx)†y = x†My.

```lean
/-- A Hermitian matrix can be moved from one side of the inner product to the other. -/
theorem hermitian_move {M : Matrix n n 𝕜} (hM : M.IsHermitian) (x y : n → 𝕜) :
    star (M *ᵥ x) ⬝ᵥ y = star x ⬝ᵥ M *ᵥ y := by
  rw [Matrix.star_mulVec, hM.eq, ← Matrix.dotProduct_mulVec]
```

In the orthogonality theorem, `p1` and `p2` are the equations of the first solution, conjugated and multiplied by X₂ and Y₂. The equations of the second solution, multiplied from the left by X₁† and Y₁†, are `p3` and `p4`. Their combination `key` is the product equation derived above, and `hw` excludes a vanishing first factor.

```lean
/-- For Hermitian `A` and `B`, two RPA solutions are orthogonal in the indefinite metric,
`X₁† X₂ - Y₁† Y₂ = 0`, if the complex conjugate of `w₁` differs from `w₂`. -/
theorem hermitian_orthogonality {A B : Matrix n n 𝕜} (hA : A.IsHermitian)
    (hB : B.IsHermitian) {w₁ w₂ : 𝕜} {X₁ Y₁ X₂ Y₂ : n → 𝕜}
    (h₁ : IsRPASolution A B w₁ X₁ Y₁) (h₂ : IsRPASolution A B w₂ X₂ Y₂)
    (hw : star w₁ ≠ w₂) : star X₁ ⬝ᵥ X₂ - star Y₁ ⬝ᵥ Y₂ = 0 := by
  -- project the first solution on the second, and the second on the first
  have p1 := congrArg (fun v => star v ⬝ᵥ X₂) h₁.1
  have p2 := congrArg (fun v => star v ⬝ᵥ Y₂) h₁.2
  have p3 := congrArg (fun v => star X₁ ⬝ᵥ v) h₂.1
  have p4 := congrArg (fun v => star Y₁ ⬝ᵥ v) h₂.2
  simp only [star_add, star_neg, star_smul, add_dotProduct, neg_dotProduct,
    smul_dotProduct, smul_eq_mul, hermitian_move hA, hermitian_move hB] at p1 p2
  simp only [dotProduct_add, dotProduct_neg, dotProduct_smul, smul_eq_mul] at p3 p4
  have key : (star w₁ - w₂) * (star X₁ ⬝ᵥ X₂ - star Y₁ ⬝ᵥ Y₂) = 0 := by
    linear_combination p3 + p4 - p1 - p2
  exact (mul_eq_zero.1 key).resolve_left (sub_ne_zero.2 hw)
```

Over the reals, conjugation does nothing and symmetric means Hermitian. The condition on the frequencies becomes `w₁ ≠ w₂`.

```lean
/-- For real symmetric `A` and `B`, real RPA solutions with different frequencies obey
`X₁ᵀ X₂ - Y₁ᵀ Y₂ = 0`. -/
theorem real_orthogonality {A B : Matrix n n ℝ} (hA : A.IsSymm) (hB : B.IsSymm)
    {w₁ w₂ : ℝ} {X₁ Y₁ X₂ Y₂ : n → ℝ} (h₁ : IsRPASolution A B w₁ X₁ Y₁)
    (h₂ : IsRPASolution A B w₂ X₂ Y₂) (hw : w₁ ≠ w₂) :
    X₁ ⬝ᵥ X₂ - Y₁ ⬝ᵥ Y₂ = 0 := by
  have hA' : A.IsHermitian := (conjTranspose_eq_transpose_of_trivial A).trans hA
  have hB' : B.IsHermitian := (conjTranspose_eq_transpose_of_trivial B).trans hB
  have h := hermitian_orthogonality hA' hB' h₁ h₂ (by rwa [star_trivial])
  rwa [star_trivial, star_trivial] at h
```

For a single solution used twice, the condition is that w differs from its own conjugate, which is what a nonzero imaginary part provides.

```lean
/-- For Hermitian `A` and `B`, a solution whose frequency is not real has excitation and
de-excitation amplitudes of equal norm, `X† X = Y† Y`. -/
theorem equal_norms_of_nonreal {A B : Matrix n n ℂ} (hA : A.IsHermitian)
    (hB : B.IsHermitian) {w : ℂ} {X Y : n → ℂ} (h : IsRPASolution A B w X Y)
    (hw : w.im ≠ 0) : star X ⬝ᵥ X = star Y ⬝ᵥ Y :=
  sub_eq_zero.1 (hermitian_orthogonality hA hB h h
    (fun e => hw (Complex.conj_eq_iff_im.1 e)))
```

## The eigenvalue problem of half the size

The equivalence with the sum and difference equations holds for all square A and B. The factors `1 / 2` in the second half of the proof recover the original equations.

```lean
/-- The RPA equations are equivalent to `(A + B)(X + Y) = w (X - Y)` together with
`(A - B)(X - Y) = w (X + Y)`. -/
theorem solution_iff_sum_difference (A B : Matrix n n 𝕜) (w : 𝕜) (X Y : n → 𝕜) :
    IsRPASolution A B w X Y ↔
      (A + B) *ᵥ (X + Y) = w • (X - Y) ∧ (A - B) *ᵥ (X - Y) = w • (X + Y) := by
  simp only [IsRPASolution, add_mulVec, sub_mulVec, mulVec_add, mulVec_sub]
  constructor
  · rintro ⟨h1, h2⟩
    constructor
    · linear_combination (norm := module) h1 + h2
    · linear_combination (norm := module) h1 - h2
  · rintro ⟨hp, hm⟩
    constructor
    · linear_combination (norm := module) (1 / 2 : 𝕜) • hp + (1 / 2 : 𝕜) • hm
    · linear_combination (norm := module) (1 / 2 : 𝕜) • hp - (1 / 2 : 𝕜) • hm
```

The main theorem expresses invertibility of S as `IsUnit S.det`. An eigenvalue is expressed through a nonzero vector `z` with the required equation. No symmetry is assumed. If `𝕜` is ℝ, both w and z are real, so a negative eigenvalue of S(A + B)S corresponds to no real frequency; over ℂ it gives an imaginary pair.

In the proof `T` is S⁻¹. The first direction takes `T *ᵥ (X + Y)` as eigenvector, with `hd` the relation Sm = wz. The second constructs X and Y from their prescribed sum and difference, then checks that they are not both zero and that the two equations hold.

```lean
variable [DecidableEq n]

/-- If `A - B = S²` with `S` invertible, then `w` is an RPA frequency exactly when `w²` is
an eigenvalue of `S (A + B) S`. -/
theorem frequency_iff_eigenvalue {A B S : Matrix n n 𝕜} (hS : A - B = S * S)
    (hdet : IsUnit S.det) (w : 𝕜) :
    IsRPAFrequency A B w ↔
      ∃ z : n → 𝕜, z ≠ 0 ∧ (S * (A + B) * S) *ᵥ z = w ^ 2 • z := by
  obtain ⟨T, hST, hTS⟩ : ∃ T, S * T = 1 ∧ T * S = 1 :=
    ⟨S⁻¹, mul_nonsing_inv S hdet, nonsing_inv_mul S hdet⟩
  have hSTv (v : n → 𝕜) : S *ᵥ (T *ᵥ v) = v := by rw [mulVec_mulVec, hST, one_mulVec]
  have hTSv (v : n → 𝕜) : T *ᵥ (S *ᵥ v) = v := by rw [mulVec_mulVec, hTS, one_mulVec]
  have hSS (v : n → 𝕜) : (A - B) *ᵥ v = S *ᵥ (S *ᵥ v) := by rw [hS, mulVec_mulVec]
  constructor
  · -- the eigenvector is z = S⁻¹ (X + Y)
    rintro ⟨X, Y, hne, h⟩
    obtain ⟨hp, hm⟩ := (solution_iff_sum_difference A B w X Y).1 h
    have hd : S *ᵥ (X - Y) = w • (T *ᵥ (X + Y)) := by
      rw [← mulVec_smul, ← hm, hSS, hTSv]
    refine ⟨T *ᵥ (X + Y), fun hz => ?_, ?_⟩
    · have hs : X + Y = 0 := by rw [← hSTv (X + Y), hz, mulVec_zero]
      have hm0 : X - Y = 0 := by
        rw [← hTSv (X - Y), hd, hz, smul_zero, mulVec_zero]
      rcases hne with hX | hY
      · apply hX
        linear_combination (norm := module) (1 / 2 : 𝕜) • hs + (1 / 2 : 𝕜) • hm0
      · apply hY
        linear_combination (norm := module) (1 / 2 : 𝕜) • hs - (1 / 2 : 𝕜) • hm0
    · rw [← mulVec_mulVec, hSTv, ← mulVec_mulVec, hp, mulVec_smul, hd, smul_smul, sq]
  · -- the amplitudes follow from X + Y = S z and X - Y = w S⁻¹ z
    rintro ⟨z, hz, hM⟩
    obtain ⟨X, Y, hs, hd⟩ : ∃ X Y : n → 𝕜, X + Y = S *ᵥ z ∧ X - Y = w • (T *ᵥ z) :=
      ⟨(1 / 2 : 𝕜) • (S *ᵥ z + w • (T *ᵥ z)), (1 / 2 : 𝕜) • (S *ᵥ z - w • (T *ᵥ z)),
        by module, by module⟩
    refine ⟨X, Y, ?_, (solution_iff_sum_difference A B w X Y).2 ⟨?_, ?_⟩⟩
    · by_contra hc
      rw [not_or, not_not, not_not] at hc
      apply hz
      rw [← hTSv z, ← hs, hc.1, hc.2, add_zero, mulVec_zero]
    · rw [← mulVec_mulVec, ← mulVec_mulVec] at hM
      rw [hs, hd, ← hTSv ((A + B) *ᵥ (S *ᵥ z)), hM, mulVec_smul, smul_smul, sq]
    · rw [hs, hd, mulVec_smul, hSS, hSTv]
```

## When every frequency is real or imaginary

The next theorem is over ℂ and adds the Hermitian conditions on S and A + B. It does not require A + B to be positive definite. The proof takes an eigenvector from the main theorem, shows that S(A + B)S is Hermitian, and compares the two forms of z†Mz. The line `him` says that w² has zero imaginary part, and the final product gives the two alternatives.

```lean
/-- If `A - B = S²` with `S` Hermitian and invertible, and `A + B` is Hermitian, then every
complex RPA frequency is real or purely imaginary. -/
theorem frequency_real_or_imaginary {A B S : Matrix n n ℂ} (hS : A - B = S * S)
    (hdet : IsUnit S.det) (hSH : S.IsHermitian) (hAB : (A + B).IsHermitian) {w : ℂ}
    (hw : IsRPAFrequency A B w) : w.im = 0 ∨ w.re = 0 := by
  obtain ⟨z, hz, hM⟩ := (frequency_iff_eigenvalue hS hdet w).1 hw
  have hH : (S * (A + B) * S).IsHermitian := by
    rw [Matrix.IsHermitian, conjTranspose_mul, conjTranspose_mul, hSH.eq, hAB.eq, mul_assoc]
  -- a Hermitian matrix has real eigenvalues, so w² is real
  have h := hermitian_move hH z z
  rw [hM, star_smul, smul_dotProduct, dotProduct_smul, smul_eq_mul, smul_eq_mul] at h
  have hc : star z ⬝ᵥ z ≠ 0 := fun h0 => hz (dotProduct_star_self_eq_zero.1 h0)
  have him : (w ^ 2).im = 0 := Complex.conj_eq_iff_im.1 (mul_right_cancel₀ hc h)
  rw [sq, Complex.mul_im] at him
  have hprod : w.im * w.re = 0 := by linarith
  exact mul_eq_zero.1 hprod
```

Both alternatives occur in a model with two excitations. Its matrices give

A + B = (0, 4; 4, 0)
S(A + B)S = (24, 40; 40, 24)

The normalised eigenvectors are (1, 1)/√2 with eigenvalue 64 and (1, −1)/√2 with eigenvalue −16; the code uses them without the factor 1/√2. The frequencies 8 and 4i follow from the main theorem. For w = 8, the amplitudes normalised to X†X − Y†Y = 1 are X = (3, 3)/4 and Y = (1, 1)/4. For w = 4i that normalisation is impossible, because X and Y have equal norms.

The proof computes the matrices entry by entry, then supplies each eigenvector to the main theorem.

```lean
/-- A model with two excitations, `A = (5, 5; 5, 5)`, `B = (-5, -1; -1, -5)` and
`S = (3, 1; 1, 3)`, meets the hypotheses of `frequency_real_or_imaginary` and has both the
real frequency `8` and the imaginary frequency `4i`. -/
theorem frequency_real_or_imaginary_witness :
    let A : Matrix (Fin 2) (Fin 2) ℂ := !![5, 5; 5, 5]
    let B : Matrix (Fin 2) (Fin 2) ℂ := !![-5, -1; -1, -5]
    let S : Matrix (Fin 2) (Fin 2) ℂ := !![3, 1; 1, 3]
    A - B = S * S ∧ IsUnit S.det ∧ S.IsHermitian ∧ (A + B).IsHermitian ∧
      IsRPAFrequency A B 8 ∧ IsRPAFrequency A B (4 * Complex.I) := by
  intro A B S
  have hS : A - B = S * S := by
    ext i j
    fin_cases i <;> fin_cases j <;> norm_num [A, B, S, Matrix.mul_apply, Fin.sum_univ_two]
  have hdet : IsUnit S.det := by
    rw [isUnit_iff_ne_zero]
    norm_num [S, Matrix.det_fin_two]
  have hP : A + B = !![0, 4; 4, 0] := by
    ext i j
    fin_cases i <;> fin_cases j <;> norm_num [A, B]
  have hM : S * (A + B) * S = !![24, 40; 40, 24] := by
    rw [hP]
    ext i j
    fin_cases i <;> fin_cases j <;> norm_num [S, Matrix.mul_apply, Fin.sum_univ_two]
  refine ⟨hS, hdet, ?_, ?_, ?_, ?_⟩
  · ext i j
    fin_cases i <;> fin_cases j <;> simp [S]
  · rw [hP]
    ext i j
    fin_cases i <;> fin_cases j <;> simp
  · -- the symmetric combination of the two excitations
    refine (frequency_iff_eigenvalue hS hdet _).2
      ⟨![1, 1], fun h => by simpa using congrFun h 0, ?_⟩
    rw [hM]
    ext i
    fin_cases i <;> norm_num [Matrix.mulVec, dotProduct, Fin.sum_univ_two]
  · -- the antisymmetric combination
    refine (frequency_iff_eigenvalue hS hdet _).2
      ⟨![1, -1], fun h => by simpa using congrFun h 0, ?_⟩
    rw [hM]
    ext i
    fin_cases i <;>
      norm_num [Matrix.mulVec, dotProduct, Fin.sum_univ_two, mul_pow, Complex.I_sq]

end RPAFrequencies
```

```lean
#print axioms RPAFrequencies.real_orthogonality
-- 'RPAFrequencies.real_orthogonality' depends on axioms: [propext, Classical.choice, Quot.sound]
#print axioms RPAFrequencies.equal_norms_of_nonreal
-- 'RPAFrequencies.equal_norms_of_nonreal' depends on axioms: [propext, Classical.choice, Quot.sound]
#print axioms RPAFrequencies.frequency_iff_eigenvalue
-- 'RPAFrequencies.frequency_iff_eigenvalue' depends on axioms: [propext, Classical.choice, Quot.sound]
#print axioms RPAFrequencies.frequency_real_or_imaginary
-- 'RPAFrequencies.frequency_real_or_imaginary' depends on axioms: [propext, Classical.choice, Quot.sound]
```
